# Truncation errors of the many-body expansion for one electron on fully connected sites

## A delocalised electron assembled from small clusters

An electron hops with equal amplitude between any two of n sites. If that amplitude is negative, the electron's ground state spreads evenly over all of them. A many-body expansion builds the ground energy from clusters of at most k sites, each holding the one electron. How far off is the result?

Let the amplitude be −t and the on-site energy zero. The increment ε(S) of a cluster S is its ground energy minus the increments of all its proper subclusters. The empty cluster has energy zero by convention. The truncated energy is the sum of ε(S) over all clusters with at most k sites.

## The error at order k

Write C(a,b) for the binomial coefficient and Δ_k for the truncated energy minus the exact one. For n ≥ 1, t ≥ 0 and k ≥ 1,

Δ_k = (−1)^(k+1) t C(n−1,k).

For t > 0, Δ_k and Δ_(k+1) have opposite signs while k+1 < n, and |Δ_k| < |Δ_(k+1)| exactly when 2k+2 < n. Growth from the first order to the second therefore requires n > 4.

In the Lean file the sites form a finite type `V`, and a cluster is a `Finset V`. `clusterH` restricts the hopping matrix `latticeH` to a cluster, `levels` is its set of eigenvalues, and `clusterEnergy` is their infimum, with the empty cluster set to zero explicitly. `increment` is the recursion above, and `truncationError` is Δ_k. The three claims are `truncationError_eq`, `truncationError_alternates` and `truncationError_grows_iff`.

The sign of t matters: for t < 0 and at least two sites the lowest level is t, not −(n−1)t. The model has no electron–electron interaction, and the electron number stays at one as clusters grow, unlike in a usual molecular fragment expansion.

## From cluster energies to the binomial

On m ≥ 1 sites, let v be an eigenvector with eigenvalue e, and let σ = Σ_j v_j. Then

t v_i − tσ = e v_i.

Summing over i gives (1−m)tσ = eσ. If σ ≠ 0, then e = −(m−1)t. If σ = 0, some v_i ≠ 0 gives e = t, which is no lower because mt ≥ 0. The uniform state, with normalised amplitudes 1/√m, attains −(m−1)t, so this is the ground energy E_m. Also E_0 = 0.

Now try increments that depend only on size: b_0 = b_1 = 0, and b_m = (−1)^(m+1) t for m ≥ 2. For n ≥ 1 and k ≥ 1 their partial sums are

Σ_(m=0..k) C(n,m) b_m = −(n−1)t + (−1)^(k+1) t C(n−1,k).

At k = 1 both sides vanish. The next order adds

C(n,k+1) b_(k+1) = (−1)^k t [C(n−1,k) + C(n−1,k+1)]

by Pascal's rule. The first term cancels the old remainder and the second is the new one.

For a cluster of m ≥ 1 sites, taking n = k = m makes the remainder zero, so the b's of all subclusters add up to E_m; for m = 0 this is immediate. The true increments satisfy the same relation, so if they agree with the b's on all proper subclusters, they agree on the cluster itself. By induction ε(S) = b_m for every cluster of m sites. Subtracting E_n = −(n−1)t from the partial sum leaves Δ_k.

Growth follows from

(k+1) C(n−1,k+1) = (n−1−k) C(n−1,k), for k ≤ n−1:

the next binomial is larger exactly when n−1−k > k+1. For k ≥ n both errors vanish.

## Six sites, order by order

For n = 6 and t = 1 the exact energy is −5. The truncated energies for k = 1 to 6 are 0, −15, 5, −10, −4, −5, with errors 5, −10, 10, −5, 1, 0.

## The subtraction in a fragment calculation

A three-body calculation computes each trimer energy and subtracts the increments of its pairs and single sites. Here that gives −2t − 3(−t) − 0 = t. For t > 0 and n ≥ 3 the fragment sums then fall alternately above and below the exact energy through order n−1, although there is no electron–electron interaction. These errors depend on the zero of energy, since every non-empty cluster holds one electron while the empty cluster is assigned zero. With the same hopping but an on-site energy of −t, the cluster energies would be −mt and the expansion would be exact from first order.

## The complete Lean file

```lean
import Mathlib

open Matrix

namespace ManyBodyExpansionCompleteGraph

noncomputable section

variable {V : Type*} [DecidableEq V]

/-- The one-electron Hamiltonian with amplitude `-t` between any two distinct sites. -/
def latticeH (t : ℝ) : Matrix V V ℝ :=
  Matrix.of fun i j => if i = j then 0 else -t

/-- The Hamiltonian of a cluster: the lattice Hamiltonian restricted to the sites of `S`. -/
def clusterH (t : ℝ) (S : Finset V) : Matrix S S ℝ :=
  (latticeH t).submatrix Subtype.val Subtype.val

/-- The one-electron energy levels (eigenvalues) of a cluster. -/
def levels (t : ℝ) (S : Finset V) : Set ℝ :=
  {e | ∃ v : S → ℝ, v ≠ 0 ∧ clusterH t S *ᵥ v = e • v}

/-- The ground energy of a cluster, with zero energy assigned to the empty cluster. -/
def clusterEnergy (t : ℝ) (S : Finset V) : ℝ :=
  if S = ∅ then 0 else sInf (levels t S)

/-- The increment of a cluster: its energy minus the increments of all proper subclusters. -/
def increment (E : Finset V → ℝ) (S : Finset V) : ℝ :=
  E S - ∑ T ∈ S.ssubsets.attach, increment E T.1
termination_by S.card
decreasing_by exact Finset.card_lt_card (Finset.mem_ssubsets.mp T.2)

/-- The many-body expansion truncated at clusters of `k` sites. -/
def truncatedEnergy [Fintype V] (E : Finset V → ℝ) (k : ℕ) : ℝ :=
  ∑ m ∈ Finset.range (k + 1), ∑ S ∈ Finset.powersetCard m Finset.univ, increment E S

/-- The truncated expansion minus the ground energy of the whole lattice `V`. -/
def truncationError (V : Type*) [DecidableEq V] [Fintype V] (t : ℝ) (k : ℕ) : ℝ :=
  truncatedEnergy (clusterEnergy (V := V) t) k - clusterEnergy t (Finset.univ : Finset V)

/-- The value `0` for `m ≤ 1` and `(-1)^(m+1) t` for larger `m`. -/
def bodyTerm (t : ℝ) (m : ℕ) : ℝ := if m ≤ 1 then 0 else (-1) ^ (m + 1) * t

/-- The cluster Hamiltonian multiplies an amplitude by `t` and subtracts `t` times the sum
of all amplitudes. -/
theorem clusterH_mulVec (t : ℝ) (S : Finset V) (v : S → ℝ) (i : S) :
    (clusterH t S *ᵥ v) i = t * v i - t * ∑ j, v j := by
  have h : ∀ j : S, clusterH t S i j * v j = (if i = j then t * v j else 0) - t * v j := by
    intro j
    change (if i.1 = j.1 then (0 : ℝ) else -t) * v j = _
    by_cases hij : i = j
    · subst hij
      rw [if_pos rfl, if_pos rfl]
      ring
    · rw [if_neg (fun h' => hij (Subtype.ext h')), if_neg hij]
      ring
  change ∑ j, clusterH t S i j * v j = _
  rw [Finset.sum_congr rfl (fun j _ => h j), Finset.sum_sub_distrib, ← Finset.mul_sum]
  simp only [Finset.sum_ite_eq, Finset.mem_univ, if_true]

/-- For `t ≥ 0` the lowest level of a non-empty cluster of `m` sites is `-(m-1)t`. -/
theorem isLeast_levels {t : ℝ} (ht : 0 ≤ t) {S : Finset V} (hS : S.Nonempty) :
    IsLeast (levels t S) (-((S.card : ℝ) - 1) * t) := by
  constructor
  · -- the uniform state attains the value
    refine ⟨fun _ => 1, ?_, ?_⟩
    · obtain ⟨x, hx⟩ := hS
      intro h
      exact one_ne_zero (α := ℝ) (congrFun h ⟨x, hx⟩)
    · funext i
      rw [clusterH_mulVec]
      simp only [Finset.sum_const, Finset.card_univ, Fintype.card_coe, nsmul_eq_mul,
        Pi.smul_apply, smul_eq_mul]
      ring
  · rintro e ⟨v, hv, he⟩
    have h : ∀ i, t * v i - t * ∑ j, v j = e * v i := fun i =>
      (clusterH_mulVec t S v i).symm.trans (congrFun he i)
    -- sum the eigenvalue equation over all sites
    have hsum := Finset.sum_congr rfl (fun i (_ : i ∈ Finset.univ) => h i)
    simp only [Finset.sum_sub_distrib, ← Finset.mul_sum, Finset.sum_const, Finset.card_univ,
      Fintype.card_coe, nsmul_eq_mul] at hsum
    by_cases hz : ∑ j, v j = 0
    · obtain ⟨i, hi⟩ := Function.ne_iff.mp hv
      have hi' : v i ≠ 0 := hi
      have hte : t = e := by
        have h' := h i
        rw [hz] at h'
        exact mul_right_cancel₀ hi' (by linarith)
      have hm : 0 ≤ (S.card : ℝ) * t := mul_nonneg (Nat.cast_nonneg _) ht
      linarith
    · have hE : e = -((S.card : ℝ) - 1) * t :=
        mul_right_cancel₀ hz (by linear_combination -hsum)
      exact hE.ge

/-- The energy of any cluster is the sum of the increments of all its subclusters. -/
theorem sum_increment (E : Finset V → ℝ) (S : Finset V) :
    ∑ T ∈ S.powerset, increment E T = E S := by
  have h := Finset.add_sum_erase S.powerset (increment E) (Finset.mem_powerset_self S)
  have e : increment E S = E S - ∑ T ∈ S.powerset.erase S, increment E T := by
    rw [increment, Finset.sum_attach S.ssubsets (increment E)]
    rfl
  linarith

/-- The binomial sum of the terms `bodyTerm` through order `k + 1` on `N + 1` sites. -/
theorem sum_choose_bodyTerm (t : ℝ) (N k : ℕ) :
    ∑ m ∈ Finset.range (k + 2), ((N + 1).choose m : ℝ) * bodyTerm t m
      = -(N : ℝ) * t + (-1) ^ k * t * (N.choose (k + 1) : ℝ) := by
  induction k with
  | zero =>
    have h0 : bodyTerm t 0 = 0 := by simp [bodyTerm]
    have h1 : bodyTerm t 1 = 0 := by simp [bodyTerm]
    simp only [Finset.sum_range_succ, Finset.sum_range_zero, h0, h1, zero_add,
      Nat.choose_one_right, pow_zero]
    ring
  | succ k ih =>
    have hb : bodyTerm t (k + 2) = (-1) ^ (k + 3) * t := if_neg (by omega)
    -- Pascal's rule makes the sum telescope
    have hp : ((N + 1).choose (k + 2) : ℝ) = N.choose (k + 1) + N.choose (k + 2) := by
      exact_mod_cast Nat.choose_succ_succ N (k + 1)
    rw [show k + 1 + 2 = (k + 2) + 1 from rfl, Finset.sum_range_succ, ih, hb, hp]
    ring

/-- For `t ≥ 0` the increment of a cluster of `m` sites vanishes for `m ≤ 1` and is
`(-1)^(m+1) t` for `m ≥ 2`. -/
theorem increment_clusterEnergy {t : ℝ} (ht : 0 ≤ t) (S : Finset V) :
    increment (clusterEnergy t) S = bodyTerm t S.card := by
  induction S using Finset.strongInduction with
  | H S ih =>
    have hE : ∑ T ∈ S.powerset, bodyTerm t T.card = clusterEnergy t S := by
      rw [Finset.sum_powerset_apply_card (bodyTerm t)]
      rcases S.eq_empty_or_nonempty with h0 | hS
      · simp [h0, bodyTerm, clusterEnergy]
      · obtain ⟨N, hN⟩ : ∃ N, S.card = N + 1 :=
          ⟨S.card - 1, by have := hS.card_pos; omega⟩
        rw [clusterEnergy, if_neg hS.ne_empty, (isLeast_levels ht hS).csInf_eq, hN]
        simp only [nsmul_eq_mul]
        refine (sum_choose_bodyTerm t N N).trans ?_
        rw [Nat.choose_succ_self]
        push_cast
        ring
    have h1 := Finset.add_sum_erase S.powerset (increment (clusterEnergy t))
      (Finset.mem_powerset_self S)
    have h2 : bodyTerm t S.card + ∑ T ∈ S.powerset.erase S, bodyTerm t T.card
        = ∑ T ∈ S.powerset, bodyTerm t T.card :=
      Finset.add_sum_erase S.powerset (fun T => bodyTerm t T.card) (Finset.mem_powerset_self S)
    have h3 : ∑ T ∈ S.powerset.erase S, increment (clusterEnergy t) T
        = ∑ T ∈ S.powerset.erase S, bodyTerm t T.card :=
      Finset.sum_congr rfl fun T hT => ih T (Finset.mem_ssubsets.mp hT)
    rw [sum_increment] at h1
    linarith

/-- On `n ≥ 1` fully connected sites with `t ≥ 0`, the expansion truncated at order `k ≥ 1`
errs by exactly `(-1)^(k+1) t binomial(n-1,k)`. -/
theorem truncationError_eq [Fintype V] [Nonempty V] {t : ℝ} (ht : 0 ≤ t) {k : ℕ}
    (hk : 1 ≤ k) :
    truncationError V t k = (-1) ^ (k + 1) * t * ((Fintype.card V - 1).choose k : ℝ) := by
  obtain ⟨j, rfl⟩ : ∃ j, k = j + 1 := ⟨k - 1, by omega⟩
  obtain ⟨N, hN⟩ : ∃ N, Fintype.card V = N + 1 :=
    ⟨Fintype.card V - 1, by have := Fintype.card_pos (α := V); omega⟩
  -- all clusters of the same size contribute equally
  have hm : ∀ m, ∑ S ∈ Finset.powersetCard m (Finset.univ : Finset V),
      increment (clusterEnergy t) S = ((N + 1).choose m : ℝ) * bodyTerm t m := by
    intro m
    have hc : ∀ S ∈ Finset.powersetCard m (Finset.univ : Finset V),
        increment (clusterEnergy t) S = bodyTerm t m := by
      intro S hS
      rw [increment_clusterEnergy ht, (Finset.mem_powersetCard.mp hS).2]
    rw [Finset.sum_congr rfl hc, Finset.sum_const, Finset.card_powersetCard,
      Finset.card_univ, hN, nsmul_eq_mul]
  have hU : (Finset.univ : Finset V).Nonempty := Finset.univ_nonempty
  have hT : truncatedEnergy (clusterEnergy (V := V) t) (j + 1)
      = -(N : ℝ) * t + (-1) ^ j * t * (N.choose (j + 1) : ℝ) :=
    (Finset.sum_congr rfl fun m _ => hm m).trans (sum_choose_bodyTerm t N j)
  rw [truncationError, hT, clusterEnergy, if_neg hU.ne_empty,
    (isLeast_levels ht hU).csInf_eq, Finset.card_univ, hN, Nat.add_sub_cancel]
  push_cast
  ring

/-- For `t > 0` the errors on `n` sites at orders `k` and `k + 1` have opposite signs whenever
`1 ≤ k` and `k + 1 < n`. -/
theorem truncationError_alternates [Fintype V] {t : ℝ} (ht : 0 < t) {k : ℕ}
    (hk : 1 ≤ k) (hn : k + 1 < Fintype.card V) :
    truncationError V t k * truncationError V t (k + 1) < 0 := by
  have : Nonempty V := Fintype.card_pos_iff.mp (by omega)
  rw [truncationError_eq ht.le hk, truncationError_eq ht.le (by omega : 1 ≤ k + 1)]
  have ha : (0 : ℝ) < (Fintype.card V - 1).choose k := by
    exact_mod_cast Nat.choose_pos (by omega)
  have hb : (0 : ℝ) < (Fintype.card V - 1).choose (k + 1) := by
    exact_mod_cast Nat.choose_pos (by omega)
  have hs : ((-1 : ℝ) ^ (k + 1)) * (-1) ^ (k + 1) = 1 := by
    rw [← mul_pow]
    norm_num
  have hpos := mul_pos (mul_pos ht ht) (mul_pos ha hb)
  calc _ = -(((-1 : ℝ) ^ (k + 1) * (-1) ^ (k + 1)) * (t * t *
        (((Fintype.card V - 1).choose k : ℝ) * (Fintype.card V - 1).choose (k + 1)))) := by
        rw [pow_succ (-1 : ℝ) (k + 1)]
        ring
    _ < 0 := by
        rw [hs]
        linarith

/-- For `t > 0` and `k ≥ 1`, going from order `k` to `k + 1` on `n ≥ 1` sites makes the
absolute error larger exactly when `2k + 2 < n`. -/
theorem truncationError_grows_iff [Fintype V] [Nonempty V] {t : ℝ} (ht : 0 < t) {k : ℕ}
    (hk : 1 ≤ k) :
    |truncationError V t k| < |truncationError V t (k + 1)| ↔ 2 * k + 2 < Fintype.card V := by
  have habs : ∀ l, 1 ≤ l →
      |truncationError V t l| = t * ((Fintype.card V - 1).choose l : ℝ) := by
    intro l hl
    rw [truncationError_eq ht.le hl, abs_mul, abs_mul, abs_pow, abs_neg, abs_one, one_pow,
      one_mul, abs_of_pos ht, abs_of_nonneg (Nat.cast_nonneg _)]
  rw [habs k hk, habs (k + 1) (by omega)]
  -- the ratio of neighbouring binomials decides
  have hr := Nat.choose_succ_right_eq (Fintype.card V - 1) k
  constructor
  · intro h
    have hlt : (Fintype.card V - 1).choose k < (Fintype.card V - 1).choose (k + 1) := by
      exact_mod_cast lt_of_mul_lt_mul_left h ht.le
    by_contra hn
    have hle : Fintype.card V - 1 - k ≤ k + 1 := by omega
    have h1 := Nat.mul_le_mul_left ((Fintype.card V - 1).choose k) hle
    nlinarith
  · intro hn
    have hle : k + 2 ≤ Fintype.card V - 1 - k := by omega
    have hpos : 0 < (Fintype.card V - 1).choose k := Nat.choose_pos (by omega)
    have h1 := Nat.mul_le_mul_left ((Fintype.card V - 1).choose k) hle
    have hlt : (Fintype.card V - 1).choose k < (Fintype.card V - 1).choose (k + 1) := by
      by_contra hc
      have h2 := Nat.mul_le_mul_right (k + 1) (not_lt.mp hc)
      nlinarith
    exact mul_lt_mul_of_pos_left (by exact_mod_cast hlt) ht

end

end ManyBodyExpansionCompleteGraph
```

```lean
#print axioms ManyBodyExpansionCompleteGraph.truncationError_eq
-- 'ManyBodyExpansionCompleteGraph.truncationError_eq' depends on axioms: [propext, Classical.choice, Quot.sound]
#print axioms ManyBodyExpansionCompleteGraph.truncationError_alternates
-- 'ManyBodyExpansionCompleteGraph.truncationError_alternates' depends on axioms: [propext, Classical.choice, Quot.sound]
#print axioms ManyBodyExpansionCompleteGraph.truncationError_grows_iff
-- 'ManyBodyExpansionCompleteGraph.truncationError_grows_iff' depends on axioms: [propext, Classical.choice, Quot.sound]
```

## How the lemmas fit together

`clusterH_mulVec` gives the action of the Hamiltonian by separating diagonal from off-diagonal entries. `isLeast_levels` tests the uniform vector, then sums the eigenvalue equation and splits on whether σ vanishes.

`sum_choose_bodyTerm` is the partial-sum formula, with `N + 1` sites and order `k + 1` in place of n and k; its induction step uses `Nat.choose_succ_succ`, Pascal's rule. `sum_increment` unfolds the recursion once, and `increment_clusterEnergy` identifies the increments with `bodyTerm`, the b's above, by strong induction over clusters.

`truncationError_eq` groups clusters by size and subtracts the exact energy. The alternation theorem multiplies two neighbouring errors and extracts the minus sign. The growth theorem compares binomials through `Nat.choose_succ_right_eq`, with `nlinarith` closing the inequalities.
